# The eigenvalues of a finite Pauli rate matrix lie in a disc set by its largest exit rate

Two states exchange population at equal rates k > 0. With the rows separated by a semicolon, the rate matrix is

W = [ −k, k ; k, −k ].

Let v = (v_1, v_2) be a mode with W v = z v. Adding k v to both sides removes the diagonal:

(z + k) v_1 = k v_2 and (z + k) v_2 = k v_1.

Take absolute values and add the two equations:

|z + k| (|v_1| + |v_2|) = k (|v_1| + |v_2|).

The bracket is positive, so |z + k| = k. The two eigenvalues, 0 and −2k, do lie on that circle. For a general finite rate matrix the equality becomes an inequality, and k becomes the largest exit rate r:

|z + r| ≤ r.

Hence no mode grows, and no mode oscillates for ever without damping. This applies to populations that evolve at constant rates and independently of any coherences, the setting of the Pauli master equation for an open quantum system. It also gives a bound on the time step below which explicit Euler amplifies no mode of such a finite system.

## From the shifted matrix to the disc

Let W_ij be the rate from state j to state i ≠ j, and let −W_jj be the exit rate of state j. Choose r at least as large as every exit rate and set A = W + r 1. The off-diagonal entries A_ij = W_ij are nonnegative, and so are the diagonal ones, A_ii = r + W_ii. Each column of W sums to zero, so each column of A sums to r.

If W v = z v with v ≠ 0, then

(1) (z + r) v_i = Σ_j A_ij v_j.

The triangle inequality and A_ij ≥ 0 give

(2) |z + r| |v_i| ≤ Σ_j A_ij |v_j|.

Sum over i and exchange the two sums:

(3) |z + r| Σ_i |v_i| ≤ Σ_j (Σ_i A_ij) |v_j| = r Σ_j |v_j|.

Dividing by the positive number Σ_i |v_i| gives |z + r| ≤ r.

Write z = x + i y. Then x + r ≤ |z + r| ≤ r, so x ≤ 0. Squaring the disc inequality gives (x + r)² + y² ≤ r², that is,

(4) y² ≤ −x (2r + x).

If x = 0, then y² ≤ 0, so z = 0.

## The rate matrix and its modes in Lean

The states form an arbitrary finite type `n`.

```lean
import Mathlib

open Matrix

namespace PauliMasterSpectrum

noncomputable section

variable {n : Type*} [Fintype n] [DecidableEq n]
```

`IsRateMatrix` contains the two physical conditions. Its index order fixes the convention p′ = W p, with populations as column vectors. The rates are given constants, not derived from a Hamiltonian, and detailed balance is not assumed, so complex eigenvalues can occur.

```lean
/-- A rate matrix of the Pauli master equation `p' = W p`: the transition rates `W i j` from
`j` to a different state `i` are nonnegative, and every column sums to zero. -/
structure IsRateMatrix (W : Matrix n n ℝ) : Prop where
  rate_nonneg : ∀ i j, i ≠ j → 0 ≤ W i j
  col_sum : ∀ j, ∑ i, W i j = 0
```

An eigenvalue is a complex number with a nonzero complex right eigenvector. `W.map Complex.ofReal` is the same real matrix read with complex entries, and `*ᵥ` is its product with a vector.

```lean
/-- The complex number `z` is an eigenvalue of the real matrix `W`: some nonzero complex
vector `v` satisfies `W v = z v`. -/
def IsEigenvalue (W : Matrix n n ℝ) (z : ℂ) : Prop :=
  ∃ v : n → ℂ, v ≠ 0 ∧ W.map Complex.ofReal *ᵥ v = z • v
```

The largest exit rate is a maximum over the states.

```lean
/-- The largest exit rate `-W i i` among the states of a nonempty finite system. -/
def maxExitRate [Nonempty n] (W : Matrix n n ℝ) : ℝ :=
  Finset.univ.sup' Finset.univ_nonempty (fun i => -W i i)
```

The matrix A of the derivation is `shifted W r`.

```lean
/-- The rate matrix shifted by a rate `r`, that is `W + r 1`. -/
def shifted (W : Matrix n n ℝ) (r : ℝ) : Matrix n n ℝ := W + r • 1
```

## Transition rates are nonnegative

A transition rate is a probability per unit time, so it cannot be negative. By hand, this is used in step (2), where |A_ij| is replaced by A_ij. In Lean, the field `rate_nonneg` settles the off-diagonal case of `shifted_nonneg`.

Without it, take

W = [ 1, −1 ; −1, 1 ].

The columns still sum to zero, but the mode (1, −1)/√2 has eigenvalue 2 and grows.

## The shift covers every exit rate

The number r is an upper bound on the rates at which the states empty; the fastest of these rates is the smallest possible choice. By hand, r ≥ −W_ii makes the diagonal of A nonnegative. In Lean this is the hypothesis `hr`, used in the diagonal case of the same lemma.

```lean
/-- If no exit rate of a rate matrix exceeds `r`, the shifted matrix `W + r 1` has nonnegative
entries. -/
theorem shifted_nonneg {W : Matrix n n ℝ} (hW : IsRateMatrix W) {r : ℝ}
    (hr : ∀ i, -W i i ≤ r) (i j : n) : 0 ≤ shifted W r i j := by
  by_cases hij : i = j
  · subst hij
    have := hr i
    simp only [shifted, Matrix.add_apply, Matrix.smul_apply, Matrix.one_apply_eq, smul_eq_mul]
    linarith
  · simpa [shifted, Matrix.one_apply_ne hij] using hW.rate_nonneg i j hij
```

If r is smaller than some exit rate, the disc can miss eigenvalues. For the two-state exchange, r = k/2 would require |−2k + k/2| ≤ k/2, but the left side is 3k/2.

## Population is conserved

A zero column sum says that whatever leaves state j arrives in some other state. By hand, this turns the inner sum in step (3) into r. In Lean, `col_sum` enters through the next lemma.

```lean
/-- Every column of the shifted rate matrix `W + r 1` sums to `r`. -/
theorem shifted_col_sum {W : Matrix n n ℝ} (hW : IsRateMatrix W) (r : ℝ) (j : n) :
    ∑ i, shifted W r i j = r := by
  simp [shifted, Finset.sum_add_distrib, hW.col_sum j, Matrix.one_apply]
```

Without conservation, population can be created. In

W = [ −1, 2 ; 2, −1 ]

the off-diagonal rates are nonnegative and both diagonal entries give r = 1, but each state feeds the other twice as fast as it empties. The mode (1, 1)/√2 has eigenvalue 1, which lies outside the disc |z + 1| ≤ 1 and describes growth.

## A mode has nonzero amplitude

The condition v ≠ 0 says that there is a mode to speak of. By hand, it permits the final division by Σ_i |v_i|. If it were removed from the definition, v = 0 would make every complex number an eigenvalue, and the disc bound would fail.

The Lean proof follows steps (1) to (3). `key` is the eigenvalue equation for the shifted matrix, `hpos` finds a nonzero component and deduces that the sum of absolute values is positive, and the `calc` block in `hsum` carries out the triangle inequality and the exchange of sums. The last line cancels the positive factor.

```lean
/-- If no exit rate of a rate matrix exceeds `r`, each eigenvalue lies in the closed disc of
radius `r` centred at `-r`. -/
theorem norm_add_le_of_exit_le {W : Matrix n n ℝ} (hW : IsRateMatrix W) {r : ℝ}
    (hr : ∀ i, -W i i ≤ r) {z : ℂ} (hz : IsEigenvalue W z) : ‖z + r‖ ≤ r := by
  obtain ⟨v, hv, h⟩ := hz
  -- the eigenvalue equation for the shifted matrix
  have key : ∀ i, (z + r) * v i = ∑ j, (shifted W r i j : ℂ) * v j := by
    intro i
    have hi := congrFun h i
    simp only [Matrix.mulVec, dotProduct, Matrix.map_apply, Pi.smul_apply, smul_eq_mul] at hi
    have hd : ∑ j, ((r * (1 : Matrix n n ℝ) i j : ℝ) : ℂ) * v j = r * v i := by
      rw [Finset.sum_eq_single i]
      · simp
      · intro j _ hj
        simp [Matrix.one_apply_ne (Ne.symm hj)]
      · simp
    simp only [shifted, Matrix.add_apply, Matrix.smul_apply, smul_eq_mul, Complex.ofReal_add,
      add_mul, Finset.sum_add_distrib]
    rw [hi, hd]
  have hpos : 0 < ∑ i, ‖v i‖ := by
    obtain ⟨i, hi⟩ := Function.ne_iff.mp hv
    exact Finset.sum_pos' (fun i _ => norm_nonneg _)
      ⟨i, Finset.mem_univ i, norm_pos_iff.mpr hi⟩
  -- sum the absolute values over all states and use the column sums
  have hsum : ‖z + r‖ * ∑ i, ‖v i‖ ≤ r * ∑ i, ‖v i‖ := by
    calc ‖z + r‖ * ∑ i, ‖v i‖ = ∑ i, ‖∑ j, (shifted W r i j : ℂ) * v j‖ := by
          rw [Finset.mul_sum]
          exact Finset.sum_congr rfl fun i _ => by rw [← key i, norm_mul]
      _ ≤ ∑ i, ∑ j, shifted W r i j * ‖v j‖ := by
          refine Finset.sum_le_sum fun i _ =>
            (norm_sum_le _ _).trans_eq (Finset.sum_congr rfl fun j _ => ?_)
          rw [norm_mul, Complex.norm_real, Real.norm_of_nonneg (shifted_nonneg hW hr i j)]
      _ = ∑ j, (∑ i, shifted W r i j) * ‖v j‖ := by
          rw [Finset.sum_comm]
          simp only [Finset.sum_mul]
      _ = r * ∑ i, ‖v i‖ := by
          simp only [shifted_col_sum hW, Finset.mul_sum]
  exact le_of_mul_le_mul_right hsum hpos
```

## There are finitely many states, and at least one

Finiteness means that a fastest exit exists and that all the sums are finite sums. By hand, it is used when r is chosen and when the sums are exchanged. In Lean, `Finset.le_sup'` supplies the fact that `maxExitRate W` is at least every exit rate, which is the `hr` needed above.

With infinitely many states a single disc may not exist. Take separate pairs of states exchanging population at rates k = 1, 2, 3, and so on: their eigenvalues −2k are unbounded. With no states at all there is no maximum to take, hence `[Nonempty n]`. A single state has W = 0 and r = 0, and the disc shrinks to the point z = 0.

The first consequence is inequality (4). It bounds the angular frequency |Im z| of a mode in terms of its damping rate −Re z. The proof squares the disc inequality, expands the modulus into real and imaginary parts, and leaves the rearrangement to `nlinarith`.

```lean
/-- For an eigenvalue `z` of a rate matrix with largest exit rate `r`, the oscillation
frequency is bounded through the damping: `(Im z)² ≤ -Re z (2 r + Re z)`. -/
theorem im_sq_le [Nonempty n] {W : Matrix n n ℝ} (hW : IsRateMatrix W) {z : ℂ}
    (hz : IsEigenvalue W z) : z.im ^ 2 ≤ -z.re * (2 * maxExitRate W + z.re) := by
  have h : ‖z + maxExitRate W‖ ≤ maxExitRate W := norm_add_le_of_exit_le hW
    (fun i => Finset.le_sup' (fun i => -W i i) (Finset.mem_univ i)) hz
  have h2 := pow_le_pow_left₀ (norm_nonneg _) h 2
  rw [Complex.sq_norm, Complex.normSq_apply] at h2
  simp only [Complex.add_re, Complex.add_im, Complex.ofReal_re, Complex.ofReal_im,
    add_zero] at h2
  nlinarith [h2]
```

The main theorem collects the disc, the sign of the real part, and the statement about the imaginary axis. The second part compares a real part with a modulus; the third puts x = 0 into (4).

```lean
/-- Each eigenvalue `z` of a rate matrix with largest exit rate `r` satisfies `|z + r| ≤ r`.
Its real part is not positive, and if the real part vanishes then `z = 0`. -/
theorem eigenvalue_disc [Nonempty n] {W : Matrix n n ℝ} (hW : IsRateMatrix W) {z : ℂ}
    (hz : IsEigenvalue W z) :
    ‖z + maxExitRate W‖ ≤ maxExitRate W ∧ z.re ≤ 0 ∧ (z.re = 0 → z = 0) := by
  have h : ‖z + maxExitRate W‖ ≤ maxExitRate W := norm_add_le_of_exit_le hW
    (fun i => Finset.le_sup' (fun i => -W i i) (Finset.mem_univ i)) hz
  refine ⟨h, ?_, fun h0 => ?_⟩
  · have h1 := (le_abs_self _).trans (Complex.abs_re_le_norm (z + maxExitRate W))
    simp only [Complex.add_re, Complex.ofReal_re] at h1
    linarith
  · have h1 := im_sq_le hW hz
    rw [h0, neg_zero, zero_mul] at h1
    exact Complex.ext h0 (pow_eq_zero_iff two_ne_zero |>.mp (le_antisymm h1 (sq_nonneg _)))
```

The theorem locates eigenvalues only. It does not say how many independent stationary modes there are: a system made of two disconnected parts has more than one.

## The Euler step is no longer than the shortest mean residence time

An explicit Euler step replaces p by p + h W p and multiplies a mode by 1 + h z. The hypotheses are h ≥ 0, a step forward in time, and h r ≤ 1. When r > 0, the second says that h does not exceed 1/r, the mean residence time in the state that empties fastest. By hand,

1 + h z = h (z + r) + (1 − h r),

and therefore

|1 + h z| ≤ h r + (1 − h r) = 1.

The condition h ≥ 0 lets h come out of the first modulus unchanged, and h r ≤ 1 does the same for the second term. In Lean, `e` is the decomposition, `norm_add_le` is the triangle inequality, and the two `Real.norm_of_nonneg` rewrites use the two hypotheses.

```lean
/-- An explicit Euler step `p ↦ p + h W p` with `h ≥ 0` and `h` times the largest exit rate at
most one amplifies no eigenmode of a rate matrix: `|1 + h z| ≤ 1`. -/
theorem euler_factor_le_one [Nonempty n] {W : Matrix n n ℝ} (hW : IsRateMatrix W) {z : ℂ}
    (hz : IsEigenvalue W z) {h : ℝ} (h0 : 0 ≤ h) (h1 : h * maxExitRate W ≤ 1) :
    ‖1 + h * z‖ ≤ 1 := by
  have hd := mul_le_mul_of_nonneg_left (eigenvalue_disc hW hz).1 h0
  -- the Euler factor is a point of the disc, scaled by h and moved
  have e : 1 + h * z = h * (z + maxExitRate W) + ((1 - h * maxExitRate W : ℝ) : ℂ) := by
    push_cast
    ring
  have ht := norm_add_le (h * (z + maxExitRate W)) ((1 - h * maxExitRate W : ℝ) : ℂ)
  rw [← e, norm_mul, Complex.norm_real, Complex.norm_real, Real.norm_of_nonneg h0,
    Real.norm_of_nonneg (sub_nonneg.mpr h1)] at ht
  linarith
```

This controls the amplification of individual eigenmodes, not the accuracy of the step.

Both conditions matter already for the two-state exchange, where the mode with z = −2k has the factor 1 − 2hk. For h < 0 the factor exceeds 1. For h k > 1 it is below −1, so the mode changes sign at each step and grows. The next theorem proves the second case, so no larger constant than 1 in h r ≤ 1 would serve all rate matrices. A particular system may still tolerate a longer step.

The proof checks the rate conditions entry by entry and uses the vector (1, −1), which is (1, −1)/√2 when normalised.

```lean
/-- Two states exchanging population at equal rates `k > 0` have largest exit rate `k` and the
eigenvalue `-2k`, whose mode is amplified by every Euler step `h` with `h k > 1`. -/
theorem two_state_euler_sharp {k : ℝ} (hk : 0 < k) :
    IsRateMatrix !![-k, k; k, -k] ∧ maxExitRate !![-k, k; k, -k] = k ∧
      IsEigenvalue !![-k, k; k, -k] (-2 * k) ∧
      ∀ h : ℝ, 1 < h * k → 1 < ‖1 + (h : ℂ) * (-2 * k)‖ := by
  refine ⟨⟨?_, ?_⟩, ?_, ⟨![1, -1], ?_, ?_⟩, ?_⟩
  · intro i j
    fin_cases i <;> fin_cases j <;> simp [hk.le]
  · intro j
    fin_cases j <;> simp [Fin.sum_univ_succ]
  · have hd : ∀ i, -(!![-k, k; k, -k] : Matrix (Fin 2) (Fin 2) ℝ) i i = k := by
      intro i
      fin_cases i <;> simp
    simp only [maxExitRate, hd, Finset.sup'_const]
  · intro h
    simpa using congrFun h 0
  · funext i
    fin_cases i <;> simp [Matrix.mulVec, dotProduct, Fin.sum_univ_succ] <;> ring
  · intro h hh
    have e : 1 + (h : ℂ) * (-2 * k) = ((1 - 2 * (h * k) : ℝ) : ℂ) := by
      push_cast
      ring
    rw [e, Complex.norm_real, Real.norm_eq_abs, lt_abs]
    right
    linarith
```

## One-way cycling reaches the boundary of the disc

In the two-state example the eigenvalues on the circle are real. Complex ones reach it too. Let three states pass population round a one-way cycle at rate k > 0, and let ω³ = 1. The vector v = (1, ω², ω), or v/√3 when normalised, satisfies

−k + k ω = k (ω − 1),

k − k ω² = k (ω − 1) ω²,

k ω² − k ω = k (ω − 1) ω.

The middle line uses ω³ = 1. So z = k (ω − 1) is an eigenvalue, and |z + k| = k |ω| = k. For ω ≠ 1 this gives

z = k (−3/2 ± i √3/2),

a damped oscillation with decay rate 3k/2 and angular frequency √3 k/2. The disc therefore cannot be replaced by a smaller concentric one, even for eigenvalues off the real axis.

In the Lean proof, the three components of the eigenvalue equation are the three lines above, with `hω` entering through `linear_combination` in the second. The modulus of ω is 1 because its cube is 1.

```lean
/-- The one-way cycle of three states with rate `k > 0` has largest exit rate `k`, and for each
cube root of unity `ω` the eigenvalue `k (ω - 1)`, which lies on the circle `|z + k| = k`. -/
theorem three_cycle_on_circle {k : ℝ} (hk : 0 < k) {ω : ℂ} (hω : ω ^ 3 = 1) :
    IsRateMatrix !![-k, 0, k; k, -k, 0; 0, k, -k] ∧
      maxExitRate !![-k, 0, k; k, -k, 0; 0, k, -k] = k ∧
      IsEigenvalue !![-k, 0, k; k, -k, 0; 0, k, -k] (k * (ω - 1)) ∧
      ‖k * (ω - 1) + k‖ = k := by
  refine ⟨⟨?_, ?_⟩, ?_, ⟨![1, ω ^ 2, ω], ?_, ?_⟩, ?_⟩
  · intro i j
    fin_cases i <;> fin_cases j <;> simp [hk.le]
  · intro j
    fin_cases j <;> simp [Fin.sum_univ_succ]
  · have hd : ∀ i, -(!![-k, 0, k; k, -k, 0; 0, k, -k] : Matrix (Fin 3) (Fin 3) ℝ) i i = k := by
      intro i
      fin_cases i <;> simp
    simp only [maxExitRate, hd, Finset.sup'_const]
  · intro h
    simpa using congrFun h 0
  · funext i
    fin_cases i
    · simp [Matrix.mulVec, dotProduct, Fin.sum_univ_succ]
      ring
    · simp [Matrix.mulVec, dotProduct, Fin.sum_univ_succ]
      linear_combination (-(k : ℂ)) * hω
    · simp [Matrix.mulVec, dotProduct, Fin.sum_univ_succ]
      ring
  · have h1 : ‖ω‖ = 1 := (pow_eq_one_iff_of_nonneg (norm_nonneg ω) three_ne_zero).mp
      (by rw [← norm_pow, hω, norm_one])
    have e : k * (ω - 1) + k = k * ω := by ring
    rw [e, norm_mul, h1, mul_one, Complex.norm_real, Real.norm_of_nonneg hk.le]

end

end PauliMasterSpectrum
```

```lean
#print axioms PauliMasterSpectrum.eigenvalue_disc
#print axioms PauliMasterSpectrum.euler_factor_le_one
#print axioms PauliMasterSpectrum.two_state_euler_sharp
#print axioms PauliMasterSpectrum.three_cycle_on_circle
```

```
'PauliMasterSpectrum.eigenvalue_disc' depends on axioms: [propext, Classical.choice, Quot.sound]
'PauliMasterSpectrum.euler_factor_le_one' depends on axioms: [propext, Classical.choice, Quot.sound]
'PauliMasterSpectrum.two_state_euler_sharp' depends on axioms: [propext, Classical.choice, Quot.sound]
'PauliMasterSpectrum.three_cycle_on_circle' depends on axioms: [propext, Classical.choice, Quot.sound]
```
